# Wielandt inequality: for a real symmetric positive definite matrix with condition number κ, the A-cosine of nonzero orthogonal vectors is at most (κ − 1)/(κ + 1) in modulus

Let $A$ be the overlap matrix of a finite, linearly independent set of real basis functions, and let $x$ and $y$ be the coefficient vectors of two orbitals. The orbitals have overlap $x^TAy$, which need not vanish when $x^Ty=0$. The question is how large it can be.

Suppose that all eigenvalues of $A$ lie in $[l,L]$ with $0<l\le L$, and put $\kappa=L/l$, which is the condition number when $l$ and $L$ are the extreme eigenvalues. The condition $l>0$ expresses linear independence of the basis. For nonzero $x$ and $y$, the A-cosine is $x^TAy/\sqrt{(x^TAx)(y^TAy)}$, the overlap of the normalised orbitals.

The Lean code treats a symmetric operator `T` on a real or complex inner product space, where $\langle x,y\rangle$ is conjugate-linear in $x$. Its `expect T x`, written $E(x)$ here, is the real part of $\langle x,Tx\rangle$. Unlike a textbook expectation value, it is not divided by $\|x\|^2$. `EigenvaluesIn` says that every real eigenvalue with a nonzero eigenvector lies in $[l,L]$. `RayleighBounds` says that $l\|x\|^2\le E(x)\le L\|x\|^2$ for all $x$.

## The bound on the coupling

If $\langle x,y\rangle=0$, then

$$|\langle x,Ty\rangle|\le\frac{L-l}{L+l}\sqrt{E(x)E(y)}.$$

This is `wielandt`, in finite dimension. `wielandt_matrix` states it for a real symmetric matrix, with `⬝ᵥ` for the dot product and `*ᵥ` for matrix times vector. `cosine_le` gives the form $(\kappa-1)/(\kappa+1)$; its `c` is the cosine.

## Orbital guesses and descent directions

In a finite nonorthogonal basis, the bound limits the overlap of starting orbitals whose coefficient vectors are orthogonal. For a quadratic energy model with positive definite Hessian $A$, successive steepest-descent directions with exact line search are orthogonal, and the bound limits their departure from conjugacy. At $\kappa=3$ the limit is $1/2$; at $\kappa=100$ it is about $0.98$ and says little.

## From eigenvalues to the coupling

**Rayleigh bounds.** In an orthonormal eigenbasis $b_i$ with eigenvalues $\lambda_i$,

$$E(x)=\sum_i\lambda_i|\langle b_i,x\rangle|^2,\qquad \|x\|^2=\sum_i|\langle b_i,x\rangle|^2.$$

Bounding each $\lambda_i$ by $l$ and $L$ gives `rayleigh_of_eigenvalues`.

**Sum and difference.** By symmetry (`expect_add`),

$$E(x\pm y)=E(x)+E(y)\pm2\,\mathrm{Re}\langle x,Ty\rangle.$$

Orthogonality gives $\|x+y\|^2=\|x-y\|^2=N$, with $N=\|x\|^2+\|y\|^2$. Hence

$$l\,E(x+y)\le lLN\le L\,E(x-y),$$

and rearranging gives `interference_le`:

$$2(L+l)\,\mathrm{Re}\langle x,Ty\rangle\le(L-l)\,(E(x)+E(y)).$$

The closing `linear_combination m1 + m2` adds the two Rayleigh bounds.

**Rescaling.** Let $c=\langle x,Ty\rangle$, $p=E(x)$ and $q=E(y)$. If $c=0$, the claim is immediate. Otherwise $x$ and $y$ are nonzero, so $p,q>0$. Apply the last inequality to $x'=|c|\sqrt q\,x$ and $y'=\sqrt p\,\bar c\,y$. Then $E(x')=E(y')=|c|^2pq$ and $\langle x',Ty'\rangle=|c|^3\sqrt{pq}$, so

$$2(L+l)|c|^3\sqrt{pq}\le2(L-l)|c|^2pq.$$

Cancelling $2|c|^2\sqrt{pq}$, which is `le_of_mul_le_mul_left` in `wielandt_of_rayleigh`, and dividing by $L+l$ gives the bound. Dividing further by $\sqrt{pq}$ gives the cosine form. For matrices, `matrixOp` turns $A$ into an operator on Euclidean space.

**Equality.** Let $u,v$ be orthonormal eigenvectors at $l$ and $L$. Then $u+v$ and $u-v$ are orthogonal, each has $E=L+l$, and their coupling is $l-L$. After normalisation these values become $(L+l)/2$ and $(l-L)/2$. This is `wielandt_sharp`.

**A neighbouring bound.** For orthogonal unit vectors, subtracting $E(x-y)\ge2l$ from $E(x+y)\le2L$ and aligning the phase gives $|\langle x,Ty\rangle|\le(L-l)/2$, even without $l>0$. An off-diagonal Hamiltonian element between orthonormal states is thus at most half the spectral width. This variant has no theorem in the code.

```lean
import Mathlib

open Matrix

namespace WielandtInequality

noncomputable section

variable {𝕜 E : Type*} [RCLike 𝕜] [NormedAddCommGroup E] [InnerProductSpace 𝕜 E]

/-- The real part of the expectation value `⟨x, T x⟩`, for a vector `x` of any norm. -/
def expect (T : E →ₗ[𝕜] E) (x : E) : ℝ := RCLike.re (inner 𝕜 x (T x))

/-- Every real eigenvalue of `T` lies between `l` and `L`. -/
def EigenvaluesIn (T : E →ₗ[𝕜] E) (l L : ℝ) : Prop :=
  ∀ (μ : ℝ) (v : E), v ≠ 0 → T v = (μ : 𝕜) • v → l ≤ μ ∧ μ ≤ L

/-- The real part of `⟨x, T x⟩` lies between `l‖x‖²` and `L‖x‖²` for every vector `x`. -/
def RayleighBounds (T : E →ₗ[𝕜] E) (l L : ℝ) : Prop :=
  ∀ x : E, l * ‖x‖ ^ 2 ≤ expect T x ∧ expect T x ≤ L * ‖x‖ ^ 2

/-- For a symmetric operator in finite dimension, bounds `l` and `L` on the eigenvalues give
`l‖x‖² ≤ ⟨x, T x⟩ ≤ L‖x‖²` for every vector `x`. -/
theorem rayleigh_of_eigenvalues [FiniteDimensional 𝕜 E] {T : E →ₗ[𝕜] E}
    (hT : T.IsSymmetric) {l L : ℝ} (h : EigenvaluesIn T l L) : RayleighBounds T l L := by
  intro x
  -- an orthonormal basis of eigenvectors
  obtain ⟨b, lam, hb⟩ : ∃ (b : OrthonormalBasis (Fin (Module.finrank 𝕜 E)) 𝕜 E)
      (lam : Fin (Module.finrank 𝕜 E) → ℝ), ∀ i, T (b i) = (lam i : 𝕜) • b i :=
    ⟨hT.eigenvectorBasis rfl, hT.eigenvalues rfl, hT.apply_eigenvectorBasis rfl⟩
  have hlam : ∀ i, l ≤ lam i ∧ lam i ≤ L := fun i =>
    h (lam i) (b i) (b.orthonormal.ne_zero i) (hb i)
  have hq : expect T x = ∑ i, lam i * ‖inner 𝕜 (b i) x‖ ^ 2 := by
    unfold expect
    rw [← b.sum_inner_mul_inner x (T x), map_sum]
    refine Finset.sum_congr rfl fun i _ => ?_
    have h1 : inner 𝕜 (b i) (T x) = (lam i : 𝕜) * inner 𝕜 (b i) x := by
      rw [← hT (b i) x, hb i, inner_smul_left, RCLike.conj_ofReal]
    have h2 : inner 𝕜 x (b i) * inner 𝕜 (b i) (T x)
        = ((lam i * ‖inner 𝕜 (b i) x‖ ^ 2 : ℝ) : 𝕜) := by
      rw [h1, ← inner_conj_symm x (b i)]
      push_cast
      linear_combination (lam i : 𝕜) * RCLike.conj_mul (inner 𝕜 (b i) x)
    rw [h2, RCLike.ofReal_re]
  have hn : ‖x‖ ^ 2 = ∑ i, ‖inner 𝕜 (b i) x‖ ^ 2 := by
    rw [← inner_self_eq_norm_sq (𝕜 := 𝕜) x, ← b.sum_inner_mul_inner x x, map_sum]
    refine Finset.sum_congr rfl fun i _ => ?_
    have h2 : inner 𝕜 x (b i) * inner 𝕜 (b i) x
        = ((‖inner 𝕜 (b i) x‖ ^ 2 : ℝ) : 𝕜) := by
      rw [← inner_conj_symm x (b i), RCLike.conj_mul]
      push_cast
      rfl
    rw [h2, RCLike.ofReal_re]
  rw [hq, hn, Finset.mul_sum, Finset.mul_sum]
  exact ⟨Finset.sum_le_sum fun i _ => mul_le_mul_of_nonneg_right (hlam i).1 (sq_nonneg _),
    Finset.sum_le_sum fun i _ => mul_le_mul_of_nonneg_right (hlam i).2 (sq_nonneg _)⟩

/-- The expectation value in a superposition is the sum of the two expectation values and
an interference term, for symmetric `T`. -/
theorem expect_add {T : E →ₗ[𝕜] E} (hT : T.IsSymmetric) (x y : E) :
    expect T (x + y) = expect T x + expect T y + 2 * RCLike.re (inner 𝕜 x (T y)) := by
  have h : RCLike.re (inner 𝕜 y (T x)) = RCLike.re (inner 𝕜 x (T y)) := by
    rw [← hT y x, inner_re_symm]
  simp only [expect, map_add, inner_add_left, inner_add_right]
  linarith

/-- For orthogonal `x` and `y` and symmetric `T` with Rayleigh bounds `0 ≤ l ≤ L`, the interference
term times `L + l` is at most `L - l` times the sum of the two expectation values. -/
theorem interference_le {T : E →ₗ[𝕜] E} (hT : T.IsSymmetric) {l L : ℝ} (hl : 0 ≤ l)
    (hlL : l ≤ L) (hB : RayleighBounds T l L) {x y : E} (hxy : inner 𝕜 x y = 0) :
    (L + l) * (2 * RCLike.re (inner 𝕜 x (T y))) ≤ (L - l) * (expect T x + expect T y) := by
  have h1 := expect_add hT x y
  have h2 : expect T (x - y)
      = expect T x + expect T y - 2 * RCLike.re (inner 𝕜 x (T y)) := by
    have h := expect_add hT x (-y)
    simp only [expect, map_neg, inner_neg_left, inner_neg_right] at h ⊢
    rw [sub_eq_add_neg x y]
    linarith
  -- the sum and the difference have the same norm
  have n1 : ‖x + y‖ ^ 2 = ‖x‖ ^ 2 + ‖y‖ ^ 2 := by
    rw [norm_add_sq (𝕜 := 𝕜), hxy]; simp
  have n2 : ‖x - y‖ ^ 2 = ‖x‖ ^ 2 + ‖y‖ ^ 2 := by
    rw [norm_sub_sq (𝕜 := 𝕜), hxy]; simp
  have m1 := mul_le_mul_of_nonneg_left (hB (x + y)).2 hl
  have m2 := mul_le_mul_of_nonneg_left (hB (x - y)).1 (hl.trans hlL)
  rw [h1, n1] at m1
  rw [h2, n2] at m2
  linear_combination m1 + m2

/-- Wielandt inequality in any dimension, for a symmetric operator with Rayleigh bounds
`0 < l ≤ L` and orthogonal vectors `x` and `y`. -/
theorem wielandt_of_rayleigh {T : E →ₗ[𝕜] E} (hT : T.IsSymmetric) {l L : ℝ} (hl : 0 < l)
    (hlL : l ≤ L) (hB : RayleighBounds T l L) {x y : E} (hxy : inner 𝕜 x y = 0) :
    ‖inner 𝕜 x (T y)‖ ≤ (L - l) / (L + l) * √(expect T x * expect T y) := by
  obtain ⟨c, hc⟩ : ∃ c : 𝕜, inner 𝕜 x (T y) = c := ⟨_, rfl⟩
  rw [hc]
  by_cases hc0 : c = 0
  · rw [hc0, norm_zero]
    exact mul_nonneg (div_nonneg (by linarith) (by linarith)) (Real.sqrt_nonneg _)
  have pos : ∀ z : E, z ≠ 0 → 0 < expect T z := fun z hz => by
    have hz' := norm_pos_iff.2 hz
    exact lt_of_lt_of_le (by positivity) (hB z).1
  have hp : 0 < expect T x := pos x fun h => hc0 (by rw [← hc, h, inner_zero_left])
  have hq : 0 < expect T y := pos y fun h => hc0 (by rw [← hc, h, map_zero, inner_zero_right])
  have scale : ∀ (a : 𝕜) (z : E), expect T (a • z) = ‖a‖ ^ 2 * expect T z := fun a z => by
    have h : inner 𝕜 (a • z) (T (a • z)) = ((‖a‖ ^ 2 : ℝ) : 𝕜) * inner 𝕜 z (T z) := by
      rw [map_smul, inner_smul_left, inner_smul_right]
      push_cast
      linear_combination inner 𝕜 z (T z) * RCLike.conj_mul a
    unfold expect
    rw [h, RCLike.re_ofReal_mul]
  generalize hP : expect T x = p at *
  generalize hQ : expect T y = q at *
  -- rescale to equal energies and align the phase
  have key := interference_le hT hl.le hlL hB
    (x := ((‖c‖ * √q : ℝ) : 𝕜) • x) (y := (((√p : ℝ) : 𝕜) * starRingEnd 𝕜 c) • y)
    (by rw [inner_smul_left, inner_smul_right, hxy, mul_zero, mul_zero])
  have hin : inner 𝕜 (((‖c‖ * √q : ℝ) : 𝕜) • x)
      (T ((((√p : ℝ) : 𝕜) * starRingEnd 𝕜 c) • y))
      = ((‖c‖ * √q * √p * ‖c‖ ^ 2 : ℝ) : 𝕜) := by
    rw [map_smul, inner_smul_left, inner_smul_right, hc, RCLike.conj_ofReal]
    push_cast
    linear_combination ((‖c‖ : 𝕜) * ((√q : ℝ) : 𝕜) * ((√p : ℝ) : 𝕜)) * RCLike.conj_mul c
  rw [hin, RCLike.ofReal_re, scale, scale, hP, hQ, norm_mul, RCLike.norm_conj,
    RCLike.norm_ofReal, RCLike.norm_ofReal, mul_pow, sq_abs, sq_abs] at key
  have hp2 := Real.sq_sqrt hp.le
  have hq2 := Real.sq_sqrt hq.le
  have hcp := norm_pos_iff.2 hc0
  have hsp := Real.sqrt_pos.2 hp
  have hsq := Real.sqrt_pos.2 hq
  rw [Real.sqrt_mul hp.le, div_mul_eq_mul_div, le_div_iff₀ (by linarith)]
  have hk : 0 < 2 * ‖c‖ ^ 2 * √p * √q := by positivity
  refine le_of_mul_le_mul_left ?_ hk
  linear_combination key - ‖c‖ ^ 2 * (L - l) * √q ^ 2 * hp2
    - ‖c‖ ^ 2 * (L - l) * √p ^ 2 * hq2

/-- Wielandt inequality: for a symmetric operator in finite dimension with eigenvalues in
`[l, L]`, `0 < l ≤ L`, the coupling of orthogonal vectors is at most `(L - l)/(L + l)` times
the geometric mean of their expectation values. -/
theorem wielandt [FiniteDimensional 𝕜 E] {T : E →ₗ[𝕜] E} (hT : T.IsSymmetric) {l L : ℝ}
    (hl : 0 < l) (hlL : l ≤ L) (h : EigenvaluesIn T l L) {x y : E} (hxy : inner 𝕜 x y = 0) :
    ‖inner 𝕜 x (T y)‖ ≤ (L - l) / (L + l) * √(expect T x * expect T y) :=
  wielandt_of_rayleigh hT hl hlL (rayleigh_of_eigenvalues hT h) hxy

/-- For a symmetric operator `T` in finite dimension with eigenvalues in `[l, L]`, `0 < l ≤ L`, the
`T`-cosine `c` between nonzero orthogonal vectors is at most `(κ - 1)/(κ + 1)` in modulus, where
`κ = L / l`. -/
theorem cosine_le [FiniteDimensional 𝕜 E] {T : E →ₗ[𝕜] E} (hT : T.IsSymmetric) {l L : ℝ}
    (hl : 0 < l) (hlL : l ≤ L) (h : EigenvaluesIn T l L) {x y : E} (hx : x ≠ 0) (hy : y ≠ 0)
    (hxy : inner 𝕜 x y = 0) {c : 𝕜}
    (hc : inner 𝕜 x (T y) = c * ((√(expect T x * expect T y) : ℝ) : 𝕜)) :
    ‖c‖ ≤ (L / l - 1) / (L / l + 1) := by
  have pos : ∀ z : E, z ≠ 0 → 0 < expect T z := fun z hz => by
    have hz' := norm_pos_iff.2 hz
    exact lt_of_lt_of_le (by positivity) (rayleigh_of_eigenvalues hT h z).1
  have hr := Real.sqrt_pos.2 (mul_pos (pos x hx) (pos y hy))
  have key := wielandt hT hl hlL h hxy
  rw [hc, norm_mul, RCLike.norm_ofReal, abs_of_pos hr] at key
  have e1 : L / l - 1 = (L - l) / l := by field_simp
  have e2 : L / l + 1 = (L + l) / l := by field_simp
  rw [e1, e2, div_div_div_cancel_right₀ hl.ne']
  exact le_of_mul_le_mul_right key hr

/-- The constant is sharp: for orthonormal eigenvectors `u` and `v` with eigenvalues
`0 < l ≤ L`, the vectors `u + v` and `u - v` are orthogonal and attain equality. -/
theorem wielandt_sharp {T : E →ₗ[𝕜] E} {l L : ℝ} (hl : 0 < l) (hlL : l ≤ L) {u v : E}
    (hu : ‖u‖ = 1) (hv : ‖v‖ = 1) (huv : inner 𝕜 u v = 0)
    (hTu : T u = (l : 𝕜) • u) (hTv : T v = (L : 𝕜) • v) :
    inner 𝕜 (u + v) (u - v) = 0 ∧
    ‖inner 𝕜 (u + v) (T (u - v))‖
      = (L - l) / (L + l) * √(expect T (u + v) * expect T (u - v)) := by
  have huu : inner 𝕜 u u = 1 := by rw [inner_self_eq_norm_sq_to_K, hu]; simp
  have hvv : inner 𝕜 v v = 1 := by rw [inner_self_eq_norm_sq_to_K, hv]; simp
  have hvu : inner 𝕜 v u = 0 := inner_eq_zero_symm.1 huv
  have h1 : inner 𝕜 (u + v) (T (u - v)) = ((l - L : ℝ) : 𝕜) := by
    simp only [map_sub, hTu, hTv, inner_add_left, inner_sub_right, inner_smul_right,
      huu, hvv, huv, hvu]
    ring
  have h2 : inner 𝕜 (u + v) (T (u + v)) = ((L + l : ℝ) : 𝕜) := by
    simp only [map_add, hTu, hTv, inner_add_left, inner_add_right, inner_smul_right,
      huu, hvv, huv, hvu]
    ring
  have h3 : inner 𝕜 (u - v) (T (u - v)) = ((L + l : ℝ) : 𝕜) := by
    simp only [map_sub, map_add, hTu, hTv, inner_sub_left, inner_sub_right, inner_smul_right,
      huu, hvv, huv, hvu]
    ring
  have hs : 0 < L + l := by linarith
  constructor
  · simp only [inner_add_left, inner_sub_right, huu, hvv, huv, hvu]
    ring
  · unfold expect
    rw [h1, h2, h3, RCLike.ofReal_re, RCLike.norm_ofReal, Real.sqrt_mul_self hs.le,
      div_mul_cancel₀ _ hs.ne', abs_of_nonpos (by linarith)]
    ring

/-- A real square matrix as an operator on Euclidean space. -/
def matrixOp {n : Type*} [Fintype n] (A : Matrix n n ℝ) :
    EuclideanSpace ℝ n →ₗ[ℝ] EuclideanSpace ℝ n where
  toFun v := WithLp.toLp 2 (A *ᵥ v.ofLp)
  map_add' u v := by simp [Matrix.mulVec_add]
  map_smul' a v := by simp [Matrix.mulVec_smul]

/-- Wielandt inequality for a real symmetric matrix with all eigenvalues in `[l, L]`,
`0 < l ≤ L`, and orthogonal vectors `x` and `y`. -/
theorem wielandt_matrix {n : Type*} [Fintype n] {A : Matrix n n ℝ} (hA : A.IsSymm)
    {l L : ℝ} (hl : 0 < l) (hlL : l ≤ L)
    (hev : ∀ (μ : ℝ) (v : n → ℝ), v ≠ 0 → A *ᵥ v = μ • v → l ≤ μ ∧ μ ≤ L)
    {x y : n → ℝ} (hxy : x ⬝ᵥ y = 0) :
    |x ⬝ᵥ A *ᵥ y| ≤ (L - l) / (L + l) * √((x ⬝ᵥ A *ᵥ x) * (y ⬝ᵥ A *ᵥ y)) := by
  have hin : ∀ u v : n → ℝ, inner ℝ (WithLp.toLp 2 u) (WithLp.toLp 2 v) = u ⬝ᵥ v := by
    intro u v
    simp [PiLp.inner_apply, dotProduct, mul_comm]
  have hm : ∀ u v : n → ℝ,
      inner ℝ (WithLp.toLp 2 u) (matrixOp A (WithLp.toLp 2 v)) = u ⬝ᵥ A *ᵥ v :=
    fun u v => hin u (A *ᵥ v)
  have hT : (matrixOp A).IsSymmetric := by
    intro u v
    change inner ℝ (WithLp.toLp 2 (A *ᵥ u.ofLp)) (WithLp.toLp 2 v.ofLp)
      = inner ℝ (WithLp.toLp 2 u.ofLp) (WithLp.toLp 2 (A *ᵥ v.ofLp))
    rw [hin, hin, Matrix.dotProduct_mulVec u.ofLp A v.ofLp, ← Matrix.mulVec_transpose, hA.eq]
  have hE : EigenvaluesIn (matrixOp A) l L := by
    intro μ v hv h
    refine hev μ v.ofLp (fun h0 => hv ?_) ?_
    · ext i
      simpa using congrFun h0 i
    · have h' := congrArg WithLp.ofLp h
      simpa [matrixOp] using h'
  have key := wielandt hT hl hlL hE ((hin x y).trans hxy)
  simp only [expect, hm, Real.norm_eq_abs, RCLike.re_to_real] at key
  exact key

end

end WielandtInequality
```

```lean
#print axioms WielandtInequality.cosine_le
#print axioms WielandtInequality.wielandt_sharp
#print axioms WielandtInequality.wielandt_matrix
```

```
'WielandtInequality.cosine_le' depends on axioms: [propext, Classical.choice, Quot.sound]
'WielandtInequality.wielandt_sharp' depends on axioms: [propext, Classical.choice, Quot.sound]
'WielandtInequality.wielandt_matrix' depends on axioms: [propext, Classical.choice, Quot.sound]
```

## Exact hypotheses and computed data

The eigenvalue theorems hold in every finite dimension. `wielandt_of_rayleigh` also holds in infinite dimension, but for an operator defined on the whole space with a finite upper bound $L$, which excludes unbounded Hamiltonians.

The step left to the user is from the exact hypotheses to computed data. In floating point, $x^Ty$ vanishes only to rounding, and $[l,L]$ must enclose the whole spectrum. Lanczos estimates of the extreme eigenvalues typically lie strictly between the true extremes, so a $\kappa$ formed from them can be too small and the resulting limit too tight.
